# The integral of r exp(−ar) over the half-line is 1/a² for a > 0

For a real decay constant a > 0, the declaration states that r exp(−ar) is integrable over r > 0 and that its integral is 1/a². In physical terms, this is the first moment of an exponentially decaying profile exp(−ar), which is not normalised; dividing by its total weight 1/a would give a mean distance of 1/a. The attempt uses the explicit antiderivative −(ar exp(−ar) + exp(−ar))/a², which tends to zero at infinity. Since the integrand is non-negative, this limit gives integrability, and the integral is then the limit at infinity minus the antiderivative's value at zero.

Lean 4 with Mathlib refuses this proof:

```lean
import Mathlib

open MeasureTheory Filter Set
open scoped Topology

namespace IntegralMulExp

noncomputable section

/-- For `a > 0` the function `r exp(-ar)` is integrable on the half-line, with integral `1/a²`. -/
theorem integral_mul_exp {a : ℝ} (ha : 0 < a) :
    IntegrableOn (fun r : ℝ => r * Real.exp (-(a * r))) (Ioi 0) ∧
    ∫ r in Ioi (0 : ℝ), r * Real.exp (-(a * r)) = 1 / a ^ 2 := by
  have hD : a ^ 2 ≠ 0 := by positivity
  have hat : Tendsto (fun r : ℝ => a * r) atTop atTop := tendsto_id.const_mul_atTop ha
  have h0 : Tendsto (fun r : ℝ => Real.exp (-(a * r))) atTop (𝓝 0) :=
    Real.tendsto_exp_neg_atTop_nhds_zero.comp hat
  have h1 : Tendsto (fun r : ℝ => a * r * Real.exp (-(a * r))) atTop (𝓝 0) := by
    simpa [Function.comp_def] using
      (Real.tendsto_pow_mul_exp_neg_atTop_nhds_zero 1).comp hat
  have hlim := (h1.add h0).neg.div_const (a ^ 2)
  have hder : ∀ x ∈ Ici (0 : ℝ), HasDerivAt
      (fun r : ℝ => -(a * r * Real.exp (-(a * r)) + Real.exp (-(a * r))) / a ^ 2)
      (x * Real.exp (-(a * x))) x := by
    intro x _
    have hl := (hasDerivAt_id' x).const_mul a
    have he := hl.fun_neg.exp
    refine (((hl.fun_mul he).fun_add he).fun_neg.div_const (a ^ 2)).congr_deriv ?_
    rw [div_eq_iff hD]
    ring
  have hpos : ∀ x ∈ Ioi (0 : ℝ), 0 ≤ x * Real.exp (-(a * x)) :=
    fun x hx => mul_nonneg (le_of_lt hx) (Real.exp_pos _).le
  have hint := integrableOn_Ioi_deriv_of_nonneg' hder hpos hlim
  refine ⟨hint, ?_⟩
  rw [integral_Ioi_of_hasDerivAt_of_tendsto' hder hint hlim]
  simp

end

end IntegralMulExp
```

The compiler's answer:

```
Main.lean:13:63: error: unsolved goals
a : ℝ
ha : 0 < a
hD : a ^ 2 ≠ 0
hat : Tendsto (fun r => a * r) atTop atTop
h0 : Tendsto (fun r => Real.exp (-(a * r))) atTop (𝓝 0)
h1 : Tendsto (fun r => a * r * Real.exp (-(a * r))) atTop (𝓝 0)
hlim :
  Tendsto (fun a_1 => -(a * a_1 * Real.exp (-(a * a_1)) + Real.exp (-(a * a_1))) / a ^ 2) atTop (𝓝 (-(0 + 0) / a ^ 2))
hder :
  ∀ x ∈ Ici 0,
    HasDerivAt (fun r => -(a * r * Real.exp (-(a * r)) + Real.exp (-(a * r))) / a ^ 2) (x * Real.exp (-(a * x))) x
hpos : ∀ x ∈ Ioi 0, 0 ≤ x * Real.exp (-(a * x))
hint : IntegrableOn (fun x => x * Real.exp (-(a * x))) (Ioi 0) volume
⊢ -(-1 / a ^ 2) = (a ^ 2)⁻¹
```

The single message says that the proof ends with a goal still open: `-(-1 / a ^ 2) = (a ^ 2)⁻¹`. Integrability is already proved, as `hint`, and the `rw` has replaced the integral by the difference of the limit and the value at zero. What remains is to simplify that difference.

`simp` evaluates the terms at zero and removes the zero limit, but leaves the two sides in different forms. On the right it has turned `1 / a ^ 2` into an inverse, while on the left a double minus remains, with the inner sign held in the numerator `-1`. The equation is true, but `simp` does not bring the sides together. Because it has made progress, `simp` itself raises no error, and Lean reports the unsolved goal at the theorem's opening `by`.

The added `ring` closes this goal. It treats division as multiplication by an inverse and cancels the signs, so both sides reach the same normal form.

Lean accepts the file once it reads:

```diff
@@ -35,4 +35,5 @@
   rw [integral_Ioi_of_hasDerivAt_of_tendsto' hder hint hlim]
   simp
+  ring
 
 end
```
